# Population transfer between two states at constant energies and nonzero constant coupling

Let a two-state system start entirely in one state, with constant energies and a constant coupling $k\neq0$. A program that propagates the electronic amplitudes with $k/2$ in place of $k$ still conserves the total population and still produces a smooth oscillation. Neither feature exposes the error; the exact frequency of the oscillation does, and so does its height unless the two energies coincide.

Let $c_1,c_2$ be the amplitudes of two states with real energies $E_1,E_2$, in units with $\hbar=1$, and let $k\neq0$ be real:

$$c_1'=-iE_1c_1-kc_2,\qquad c_2'=-iE_2c_2+kc_1.$$

Here $k$ stands for the nuclear velocity times the derivative coupling between two real adiabatic states, held constant. With $c_1(0)=1$, $c_2(0)=0$ and $W=\sqrt{(E_1-E_2)^2+4k^2}$, the claim is

$$|c_2(t)|^2=\frac{4k^2}{W^2}\sin^2\frac{Wt}{2}.$$

## From two coupled equations to one oscillator

Write $\Delta=E_1-E_2$ and remove the mean phase by $c_j=e^{-i(E_1+E_2)t/2}u_j$. Then

$$u_1'=-\tfrac{i\Delta}{2}u_1-ku_2,\qquad u_2'=\tfrac{i\Delta}{2}u_2+ku_1.$$

Differentiate the second equation, insert the first, and use $ku_1=u_2'-\tfrac{i\Delta}{2}u_2$:

$$u_2''=\tfrac{i\Delta}{2}u_2'-\tfrac{i\Delta}{2}\left(u_2'-\tfrac{i\Delta}{2}u_2\right)-k^2u_2=-\tfrac{W^2}{4}u_2.$$

Since $u_2(0)=0$ and $u_2'(0)=k$, we get $u_2=(2k/W)\sin(Wt/2)$. The removed phase has modulus one, so squaring gives the claim.

The signs of the coupling terms matter. If both are taken as $-k$, the total population changes at the rate $-4k\,\mathrm{Re}(\bar c_1c_2)$, and for $E_1=E_2$ the second population grows as $\sinh^2(kt)$.

For $\Delta=3$ and $k=2$, $W=\sqrt{9+16}=5$. The transferred population is $0.64\sin^2(5t/2)$: it is $0.32$ at $t=\pi/10$ and peaks at $0.64$ at $t=\pi/5$.

## Equations of motion and closed-form amplitudes in Lean

```lean
import Mathlib

open Complex

namespace ConstantCouplingDynamics

noncomputable section
```

The energies and coupling are real numbers, and the amplitudes are functions from real time to the complex numbers. `IsTrajectory` requires both differential equations at every real time, negative times included.

```lean
/-- Amplitudes `c1`, `c2` of two electronic states with energies `E1`, `E2`, driven by a constant
real coupling `k` (the nuclear velocity times the derivative coupling). -/
structure IsTrajectory (E1 E2 k : ℝ) (c1 c2 : ℝ → ℂ) : Prop where
  eq1 : ∀ t, HasDerivAt c1 (-I * E1 * c1 t - k * c2 t) t
  eq2 : ∀ t, HasDerivAt c2 (-I * E2 * c2 t + k * c1 t) t
```

The frequency $W$ is called `splitting`.

```lean
/-- The oscillation frequency `W = sqrt((E1 - E2)^2 + 4 k^2)`. -/
def splitting (E1 E2 k : ℝ) : ℝ := Real.sqrt ((E1 - E2) ^ 2 + 4 * k ^ 2)
```

The next two definitions give the solution for arbitrary initial amplitudes $a,b$. With $d=\Delta/W$, $q=2k/W$, $C=\cos(Wt/2)$ and $S=\sin(Wt/2)$, they are the mean phase times

$$u_1=(C-idS)a-qSb,\qquad u_2=qSa+(C+idS)b.$$

```lean
/-- Closed-form amplitude of the first state for initial amplitudes `a`, `b`. -/
def amp1 (E1 E2 k : ℝ) (a b : ℂ) : ℝ → ℂ := fun t =>
  cexp (-(I * ((E1 + E2) / 2)) * t) *
    ((((Real.cos (splitting E1 E2 k * t / 2) : ℝ) : ℂ) - I * (((E1 - E2) / splitting E1 E2 k : ℝ) : ℂ)
        * ((Real.sin (splitting E1 E2 k * t / 2) : ℝ) : ℂ)) * a
      - ((2 * k / splitting E1 E2 k : ℝ) : ℂ)
        * ((Real.sin (splitting E1 E2 k * t / 2) : ℝ) : ℂ) * b)

/-- Closed-form amplitude of the second state for initial amplitudes `a`, `b`. -/
def amp2 (E1 E2 k : ℝ) (a b : ℂ) : ℝ → ℂ := fun t =>
  cexp (-(I * ((E1 + E2) / 2)) * t) *
    (((2 * k / splitting E1 E2 k : ℝ) : ℂ)
        * ((Real.sin (splitting E1 E2 k * t / 2) : ℝ) : ℂ) * a
      + (((Real.cos (splitting E1 E2 k * t / 2) : ℝ) : ℂ) + I * (((E1 - E2) / splitting E1 E2 k : ℝ) : ℂ)
        * ((Real.sin (splitting E1 E2 k * t / 2) : ℝ) : ℂ)) * b)
```

The square root is undone once, for later use.

```lean
/-- The squared frequency is the squared energy gap plus four times the squared coupling. -/
theorem splitting_sq (E1 E2 k : ℝ) :
    splitting E1 E2 k ^ 2 = (E1 - E2) ^ 2 + 4 * k ^ 2 :=
  Real.sq_sqrt (by positivity)
```

## Conservation gives uniqueness

The energies contribute nothing to the population derivatives, and the coupling terms cancel:

$$\frac{d}{dt}\left(|c_1|^2+|c_2|^2\right)=-2k\,\mathrm{Re}(\bar c_1c_2)+2k\,\mathrm{Re}(\bar c_2c_1)=0.$$

Lean expands this into real and imaginary parts, and `ring` performs the cancellation. A function with zero derivative everywhere is constant.

```lean
/-- The total population of the two states is constant in time. -/
theorem population_conserved {E1 E2 k : ℝ} {c1 c2 : ℝ → ℂ} (h : IsTrajectory E1 E2 k c1 c2)
    (t : ℝ) : ‖c1 t‖ ^ 2 + ‖c2 t‖ ^ 2 = ‖c1 0‖ ^ 2 + ‖c2 0‖ ^ 2 := by
  have hd : ∀ s, HasDerivAt (fun s => ‖c1 s‖ ^ 2 + ‖c2 s‖ ^ 2) 0 s := by
    intro s
    refine ((h.eq1 s).norm_sq.fun_add (h.eq2 s).norm_sq).congr_deriv ?_
    -- the coupling terms cancel and the energies only rotate phases
    rw [Complex.inner, Complex.inner]
    simp only [mul_re, mul_im, sub_re, sub_im, add_re, add_im, neg_re, neg_im, I_re, I_im,
      ofReal_re, ofReal_im, conj_re, conj_im]
    ring
  exact is_const_of_deriv_eq_zero (fun s => (hd s).differentiableAt) (fun s => (hd s).deriv) t 0
```

By linearity, the difference of two trajectories is a trajectory. If their initial amplitudes agree, its total population is zero at all times, so both components vanish.

```lean
/-- Two trajectories with the same initial amplitudes agree at all times. -/
theorem trajectory_unique {E1 E2 k : ℝ} {c1 c2 d1 d2 : ℝ → ℂ}
    (hc : IsTrajectory E1 E2 k c1 c2) (hd : IsTrajectory E1 E2 k d1 d2)
    (h1 : c1 0 = d1 0) (h2 : c2 0 = d2 0) (t : ℝ) : c1 t = d1 t ∧ c2 t = d2 t := by
  -- the difference is a trajectory with zero population
  have hdiff : IsTrajectory E1 E2 k (fun s => c1 s - d1 s) (fun s => c2 s - d2 s) :=
    ⟨fun s => ((hc.eq1 s).fun_sub (hd.eq1 s)).congr_deriv (by ring),
      fun s => ((hc.eq2 s).fun_sub (hd.eq2 s)).congr_deriv (by ring)⟩
  have hp : ‖c1 t - d1 t‖ ^ 2 + ‖c2 t - d2 t‖ ^ 2 = 0 := by
    have := population_conserved hdiff t
    simpa [h1, h2] using this
  have e1 : ‖c1 t - d1 t‖ = 0 := by
    apply pow_eq_zero_iff (two_ne_zero) |>.1
    linarith [sq_nonneg ‖c1 t - d1 t‖, sq_nonneg ‖c2 t - d2 t‖]
  have e2 : ‖c2 t - d2 t‖ = 0 := by
    apply pow_eq_zero_iff (two_ne_zero) |>.1
    linarith [sq_nonneg ‖c1 t - d1 t‖, sq_nonneg ‖c2 t - d2 t‖]
  exact ⟨sub_eq_zero.1 (norm_eq_zero.1 e1), sub_eq_zero.1 (norm_eq_zero.1 e2)⟩
```

## The closed form satisfies the equations

Instead of deriving the second-order equation, the Lean proof differentiates the closed form. Using $Wd=\Delta$, $Wq=2k$ and $d^2+q^2=1$, the second equation becomes

$$u_2'=\tfrac W2\left[qCa+(-S+idC)b\right]=\tfrac W2(idu_2+qu_1)=\tfrac{i\Delta}{2}u_2+ku_1,$$

and the first follows likewise:

$$u_1'=\tfrac W2\left[(-S-idC)a-qCb\right]=\tfrac W2(-idu_1-qu_2)=-\tfrac{i\Delta}{2}u_1-ku_2.$$

The three relations appear as `g1`, `g2` and `g3`; `linear_combination` combines them with $i^2=-1$.

```lean
/-- For nonzero coupling the closed-form amplitudes solve the equations of motion and start
from `a` and `b`. -/
theorem closed_form_isTrajectory (E1 E2 : ℝ) {k : ℝ} (hk : k ≠ 0) (a b : ℂ) :
    IsTrajectory E1 E2 k (amp1 E1 E2 k a b) (amp2 E1 E2 k a b) ∧
      amp1 E1 E2 k a b 0 = a ∧ amp2 E1 E2 k a b 0 = b := by
  refine ⟨?_, by simp [amp1], by simp [amp2]⟩
  have hw : 0 < splitting E1 E2 k := Real.sqrt_pos.2 (by positivity)
  have hsq := splitting_sq E1 E2 k
  unfold amp1 amp2
  generalize splitting E1 E2 k = w at hw hsq ⊢
  have h1 : w * ((E1 - E2) / w) = E1 - E2 := mul_div_cancel₀ _ hw.ne'
  have h2 : w * (2 * k / w) = 2 * k := mul_div_cancel₀ _ hw.ne'
  have h3 : ((E1 - E2) / w) ^ 2 + (2 * k / w) ^ 2 = 1 := by
    rw [div_pow, div_pow, ← add_div, div_eq_one_iff_eq (pow_ne_zero 2 hw.ne')]
    linear_combination -hsq
  generalize (E1 - E2) / w = d at h1 h3 ⊢
  generalize 2 * k / w = q at h2 h3 ⊢
  have g1 : (w : ℂ) * d = E1 - E2 := by exact_mod_cast h1
  have g2 : (w : ℂ) * q = 2 * k := by exact_mod_cast h2
  have g3 : (d : ℂ) ^ 2 + (q : ℂ) ^ 2 = 1 := by exact_mod_cast h3
  -- derivatives of the common phase, the cosine and the sine
  have he (t : ℝ) := ((hasDerivAt_id' t).ofReal_comp.const_mul (-(I * (((E1 : ℂ) + E2) / 2)))).cexp
  have hc (t : ℝ) : HasDerivAt (fun s : ℝ => ((Real.cos (w * s / 2) : ℝ) : ℂ))
      (-((Real.sin (w * t / 2) : ℝ) : ℂ) * (w / 2)) t :=
    (((hasDerivAt_id' t).const_mul w).div_const 2).cos.ofReal_comp.congr_deriv
      (by push_cast; ring)
  have hs (t : ℝ) : HasDerivAt (fun s : ℝ => ((Real.sin (w * s / 2) : ℝ) : ℂ))
      (((Real.cos (w * t / 2) : ℝ) : ℂ) * (w / 2)) t :=
    (((hasDerivAt_id' t).const_mul w).div_const 2).sin.ofReal_comp.congr_deriv
      (by push_cast; ring)
  constructor
  · intro t
    refine ((he t).fun_mul ((((hc t).fun_sub ((hs t).const_mul (I * (d : ℂ)))).mul_const a).fun_sub
      (((hs t).const_mul (q : ℂ)).mul_const b))).congr_deriv ?_
    rw [ofReal_one]
    generalize cexp (-(I * (((E1 : ℂ) + E2) / 2)) * t) = e
    generalize ((Real.cos (w * t / 2) : ℝ) : ℂ) = C
    generalize ((Real.sin (w * t / 2) : ℝ) : ℂ) = S
    linear_combination -(e * I * ((C - I * d * S) * a - q * S * b) / 2) * g1
      - (e * (q * S * a + (C + I * d * S) * b) / 2) * g2
      + e * w / 2 * S * a * g3 - e * w / 2 * d ^ 2 * S * a * I_sq
  · intro t
    refine ((he t).fun_mul ((((hs t).const_mul (q : ℂ)).mul_const a).fun_add
      (((hc t).fun_add ((hs t).const_mul (I * (d : ℂ)))).mul_const b))).congr_deriv ?_
    rw [ofReal_one]
    generalize cexp (-(I * (((E1 : ℂ) + E2) / 2)) * t) = e
    generalize ((Real.cos (w * t / 2) : ℝ) : ℂ) = C
    generalize ((Real.sin (w * t / 2) : ℝ) : ℂ) = S
    linear_combination (e * I * (q * S * a + (C + I * d * S) * b) / 2) * g1
      + (e * ((C - I * d * S) * a - q * S * b) / 2) * g2
      + e * w / 2 * S * b * g3 - e * w / 2 * d ^ 2 * S * b * I_sq
```

## Transferred population and its maximum

The main theorem says that, for $k\neq0$, $W>0$ and every trajectory starting from $(1,0)$ obeys the population formula at all times. Uniqueness replaces the given trajectory by the closed form with $a=1$, $b=0$; `hphase` then removes the common phase.

```lean
/-- For nonzero coupling, `W > 0`, and if the system starts in the first state, the population of
the second state at time `t` is `(4 k^2 / W^2) sin^2(W t / 2)`. -/
theorem transferred_population {E1 E2 k : ℝ} (hk : k ≠ 0) {c1 c2 : ℝ → ℂ}
    (h : IsTrajectory E1 E2 k c1 c2) (h1 : c1 0 = 1) (h2 : c2 0 = 0) :
    0 < splitting E1 E2 k ∧ ∀ t, ‖c2 t‖ ^ 2 =
      4 * k ^ 2 / splitting E1 E2 k ^ 2 * Real.sin (splitting E1 E2 k * t / 2) ^ 2 := by
  refine ⟨Real.sqrt_pos.2 (by positivity), fun t => ?_⟩
  obtain ⟨hs, ha, hb⟩ := closed_form_isTrajectory E1 E2 hk 1 0
  rw [(trajectory_unique h hs (h1.trans ha.symm) (h2.trans hb.symm) t).2]
  -- the common phase has modulus one
  have hphase : ‖cexp (-(I * (((E1 : ℂ) + E2) / 2)) * t)‖ = 1 := by
    have : -(I * (((E1 : ℂ) + E2) / 2)) * t = ((-(E1 + E2) / 2 * t : ℝ) : ℂ) * I := by
      push_cast; ring
    rw [this, norm_exp_ofReal_mul_I]
  unfold amp2
  rw [mul_one, mul_zero, add_zero, norm_mul, hphase, one_mul, ← ofReal_mul, norm_real,
    Real.norm_eq_abs, sq_abs]
  ring
```

`IsGreatest` says that $4k^2/W^2$ is both attained and an upper bound. It is attained at $t=\pi/W$, where the sine is one; the bound is $\sin^2\le1$.

```lean
/-- For nonzero coupling and a system prepared in the first state, the greatest population reached
by the second state is `4 k^2 / W^2`. -/
theorem greatest_transfer {E1 E2 k : ℝ} (hk : k ≠ 0) {c1 c2 : ℝ → ℂ}
    (h : IsTrajectory E1 E2 k c1 c2) (h1 : c1 0 = 1) (h2 : c2 0 = 0) :
    IsGreatest (Set.range fun t => ‖c2 t‖ ^ 2) (4 * k ^ 2 / splitting E1 E2 k ^ 2) := by
  obtain ⟨hw, hp⟩ := transferred_population hk h h1 h2
  constructor
  · -- half an oscillation period after the start
    refine ⟨Real.pi / splitting E1 E2 k, ?_⟩
    beta_reduce
    rw [hp, mul_div_cancel₀ _ hw.ne', Real.sin_pi_div_two, one_pow, mul_one]
  · rintro _ ⟨t, rfl⟩
    beta_reduce
    rw [hp]
    exact mul_le_of_le_one_right (by positivity) (Real.sin_sq_le_one _)
```

Complete transfer requires $4k^2\ge\Delta^2+4k^2$, hence $\Delta=0$. Conversely, at equal energies the maximum is $4k^2/4k^2=1$.

```lean
/-- For nonzero coupling and a system prepared in the first state, the population is transferred
completely at some time exactly when the two energies coincide. -/
theorem complete_transfer_iff {E1 E2 k : ℝ} (hk : k ≠ 0) {c1 c2 : ℝ → ℂ}
    (h : IsTrajectory E1 E2 k c1 c2) (h1 : c1 0 = 1) (h2 : c2 0 = 0) :
    (∃ t, ‖c2 t‖ ^ 2 = 1) ↔ E1 = E2 := by
  have hg := greatest_transfer hk h h1 h2
  rw [splitting_sq] at hg
  have hpos : 0 < (E1 - E2) ^ 2 + 4 * k ^ 2 := by positivity
  constructor
  · rintro ⟨t, ht⟩
    have hle : (1 : ℝ) ≤ 4 * k ^ 2 / ((E1 - E2) ^ 2 + 4 * k ^ 2) := ht ▸ hg.2 ⟨t, rfl⟩
    rw [le_div_iff₀ hpos] at hle
    have hz : (E1 - E2) ^ 2 = 0 := le_antisymm (by linarith) (sq_nonneg _)
    exact sub_eq_zero.1 (pow_eq_zero_iff two_ne_zero |>.1 hz)
  · intro hE
    obtain ⟨t, ht⟩ := hg.1
    refine ⟨t, ht.trans ?_⟩
    rw [div_eq_one_iff_eq hpos.ne', hE]
    ring

end

end ConstantCouplingDynamics
```

For two states with fixed energies and coupling, the formula supplies a reference for the electronic propagation step in Ehrenfest or surface-hopping simulations. The model contains no nuclear response, phonon dynamics or decoherence, and constancy of $E_1$, $E_2$ and $k$ is assumed.

```lean
#print axioms ConstantCouplingDynamics.complete_transfer_iff
```

```
'ConstantCouplingDynamics.complete_transfer_iff' depends on axioms: [propext, Classical.choice, Quot.sound]
```
